# Along the hydrogen-like states with n = l + 1, the mean of (2l+1)/(2r²) is the l-derivative of the energy

An electron bound to a nucleus of charge Z feels a centrifugal barrier l(l+1)/(2r²), in atomic units. If the angular momentum l is treated as a continuous parameter and raised slightly, the barrier grows and each level, followed at a fixed number of radial nodes, rises. The Hellmann-Feynman theorem says that the rate of shift is the mean of the barrier's derivative. For states without radial nodes, both sides can be computed in closed form.

## The energy slope and the inverse-square mean

Let Z > 0, l > −1/2 and n = l + 1. The unnormalised radial function is

u(r) = rⁿ exp(−Zr/n), r > 0.

Its first derivative is u′ = gu with g = n/r − Z/n. Hence

u″ = (g′ + g²)u = (n(n−1)/r² − 2Z/r + Z²/n²)u.

Since n(n−1) = l(l+1), this gives

−½u″ + (l(l+1)/(2r²) − Z/r)u = −Z²/(2n²) u.

The energy is therefore E(l) = −Z²/(2(l+1)²), with slope

dE/dl = Z²/(l+1)³.

On a fixed function, only the barrier in the Hamiltonian depends on l, and its derivative is (2l+1)/(2r²).

For the mean, put a = 2Z/n, so that u² = r^(2l+2) exp(−ar). The Gamma integral gives

∫ u² dr = Γ(2l+3)/a^(2l+3),
∫ u²/r² dr = Γ(2l+1)/a^(2l+1).

With Γ(2l+3) = (2l+2)(2l+1)Γ(2l+1), the normalised mean is

⟨1/r²⟩ = a²/((2l+2)(2l+1)) = 2Z²/(n³(2l+1)).

Multiplying by (2l+1)/2 gives Z²/n³, the slope found above.

The smallest natural case is l = 0, where the weight is r² exp(−2Zr). The barrier itself vanishes, but its l-derivative 1/(2r²) does not, and its mean is (1/(4Z))/(1/(4Z³)) = Z².

The derivative follows the nodeless family, so n = l + 1 moves with l. At fixed n the hydrogen-like energy would not change with l at all. For a one-electron Coulomb problem in these states, the formula gives a reference value for testing the inverse-square integrals of a radial code.

## State, energy and Hamiltonian in Lean

```lean
import Mathlib

open Set MeasureTheory Filter Topology

namespace CircularHydrogen

noncomputable section
```

The function u is `radial Z l`, with a real exponent so that l can vary continuously.

```lean
/-- The unnormalised nodeless radial function `r^(l+1) exp(-Z r/(l+1))`, for `r > 0` and
real angular momentum `l > -1`. -/
def radial (Z l r : ℝ) : ℝ := r ^ (l + 1) * Real.exp (-(Z / (l + 1)) * r)
```

The energy is entered as a formula; `schrodinger` below connects it to the Hamiltonian.

```lean
/-- The energy `-Z²/(2(l+1)²)` in atomic units, for `l ≠ -1`. -/
def energy (Z l : ℝ) : ℝ := -Z ^ 2 / (2 * (l + 1) ^ 2)
```

The Hamiltonian acts pointwise on a real function. No operator domain or boundary condition is specified.

```lean
/-- The radial Hamiltonian `-½ d²/dr² + l(l+1)/(2r²) - Z/r` applied to `f`, at `r > 0`. -/
def hamiltonian (Z l : ℝ) (f : ℝ → ℝ) (r : ℝ) : ℝ :=
  -(1 / 2) * deriv (deriv f) r + (l * (l + 1) / (2 * r ^ 2) - Z / r) * f r
```

Dividing by the norm integral makes `expect` a normalised mean, although `radial` is unnormalised.

```lean
/-- The expectation value of a function `A` of the radius in the nodeless state, provided that `A`
times the squared radial function is integrable on `r > 0`, for `Z > 0` and `l > -1`. -/
def expect (Z l : ℝ) (A : ℝ → ℝ) : ℝ :=
  (∫ r in Ioi (0 : ℝ), A r * radial Z l r ^ 2) / ∫ r in Ioi (0 : ℝ), radial Z l r ^ 2
```

## The radial equation and the two l-derivatives

The product rule gives u′ = gu.

```lean
/-- For `l ≠ -1` and `r > 0` the logarithmic derivative of the nodeless radial function is
`(l+1)/r - Z/(l+1)`. -/
theorem radial_hasDerivAt (Z l : ℝ) {r : ℝ} (hr : 0 < r) :
    HasDerivAt (radial Z l) (((l + 1) / r - Z / (l + 1)) * radial Z l r) r := by
  have h1 := Real.hasDerivAt_rpow_const (x := r) (p := l + 1) (Or.inl hr.ne')
  have h2 := ((hasDerivAt_id' r).const_mul (-(Z / (l + 1)))).exp
  refine HasDerivAt.congr_deriv (f := radial Z l) (h1.fun_mul h2) ?_
  rw [Real.rpow_sub_one hr.ne']
  unfold radial
  ring
```

To differentiate again, Lean needs the formula for u′ in a neighbourhood of r, which `hev` supplies. The product rule then yields (g′ + g²)u, and `field_simp` and `ring` do the remaining algebra.

```lean
/-- For `l > -1` the nodeless radial function solves the radial Schrödinger equation at every
`r > 0`, with energy parameter `-Z²/(2(l+1)²)`. -/
theorem schrodinger (Z : ℝ) {l r : ℝ} (hl : -1 < l) (hr : 0 < r) :
    hamiltonian Z l (radial Z l) r = energy Z l * radial Z l r := by
  have hn : l + 1 ≠ 0 := by linarith
  have hr0 : r ≠ 0 := hr.ne'
  -- the first derivative is known in a whole neighbourhood of r
  have hev : deriv (radial Z l) =ᶠ[𝓝 r]
      fun x => ((l + 1) * x⁻¹ - Z / (l + 1)) * radial Z l x := by
    filter_upwards [Ioi_mem_nhds hr] with x hx
    rw [(radial_hasDerivAt Z l hx).deriv, div_eq_mul_inv (l + 1) x]
  have h3 : HasDerivAt (fun x : ℝ => (l + 1) * x⁻¹ - Z / (l + 1))
      ((l + 1) * (-(r ^ 2)⁻¹)) r :=
    ((hasDerivAt_inv hr0).const_mul (l + 1)).sub_const (Z / (l + 1))
  unfold hamiltonian energy
  rw [hev.deriv_eq, (h3.fun_mul (radial_hasDerivAt Z l hr)).deriv]
  generalize radial Z l r = u
  field_simp
  ring
```

Next, l varies while the function `f` stays fixed, so the kinetic term is a constant.

```lean
/-- On a fixed function `f`, the derivative of the radial Hamiltonian with respect to `l` is
multiplication by `(2l+1)/(2r²)`. -/
theorem hamiltonian_hasDerivAt (Z l : ℝ) (f : ℝ → ℝ) (r : ℝ) :
    HasDerivAt (fun m => hamiltonian Z m f r) ((2 * l + 1) / (2 * r ^ 2) * f r) l := by
  have h := (hasDerivAt_id' l).fun_mul ((hasDerivAt_id' l).add_const 1)
  have h' := (((h.div_const (2 * r ^ 2)).sub_const (Z / r)).mul_const (f r)).const_add
    (-(1 / 2) * deriv (deriv f) r)
  refine HasDerivAt.congr_deriv (f := fun m => hamiltonian Z m f r) h' ?_
  ring
```

The energy slope follows from the quotient rule.

```lean
/-- For `l ≠ -1` the derivative of the energy with respect to `l` is `Z²/(l+1)³`. -/
theorem energy_hasDerivAt (Z : ℝ) {l : ℝ} (hl : l ≠ -1) :
    HasDerivAt (energy Z) (Z ^ 2 / (l + 1) ^ 3) l := by
  have hn : l + 1 ≠ 0 := fun h => hl (by linarith)
  have h : HasDerivAt (fun x : ℝ => 2 * (x + 1) ^ 2) (4 * (l + 1)) l := by
    refine ((((hasDerivAt_id' l).add_const 1).fun_pow 2).const_mul 2).congr_deriv ?_
    rw [show (2 : ℕ) - 1 = 1 from rfl]
    push_cast
    ring
  have hd : 2 * (l + 1) ^ 2 ≠ 0 := by positivity
  refine HasDerivAt.congr_deriv (f := energy Z)
    ((hasDerivAt_const l (-Z ^ 2)).fun_div h hd) ?_
  field_simp
  ring
```

## Gamma integrals for the mean

Squaring `radial` produces the weight with exponent 2l + 2.

```lean
/-- For `l ≠ -1` and `r > 0` the square of the unnormalised radial function is
`r^(2l+2) exp(-2Zr/(l+1))`. -/
theorem radial_sq (Z l : ℝ) {r : ℝ} (hr : 0 < r) :
    radial Z l r ^ 2 = r ^ (2 * l + 2) * Real.exp (-(2 * Z / (l + 1) * r)) := by
  have h1 : (r ^ (l + 1)) ^ 2 = r ^ (2 * l + 2) := by
    rw [sq, ← Real.rpow_add hr]
    congr 1
    ring
  have h2 : Real.exp (-(Z / (l + 1)) * r) ^ 2 = Real.exp (-(2 * Z / (l + 1) * r)) := by
    rw [sq, ← Real.exp_add]
    congr 1
    ring
  rw [radial, mul_pow, h1, h2]
```

In the next proof, `hD` and `hN` evaluate the norm and inverse-square integrals, `hG` applies the Gamma recursion twice, and `hP` separates the factor 1/a². The common power and Gamma value are positive and cancel. The condition l > −1/2 makes the inverse-square integral converge at the origin, where its integrand behaves as r^(2l).

```lean
/-- For `Z > 0` and `l > -1/2` the mean of `1/r²` in the nodeless state is
`2Z²/((l+1)³(2l+1))`. -/
theorem expect_inv_sq {Z l : ℝ} (hZ : 0 < Z) (hl : -1 / 2 < l) :
    expect Z l (fun r => 1 / r ^ 2) = 2 * Z ^ 2 / ((l + 1) ^ 3 * (2 * l + 1)) := by
  have hn : 0 < l + 1 := by linarith
  have hm : 0 < 2 * l + 1 := by linarith
  have hk : 0 < 2 * Z / (l + 1) := by positivity
  -- both integrals are Gamma integrals
  have hD : ∫ r in Ioi (0 : ℝ), radial Z l r ^ 2 =
      (1 / (2 * Z / (l + 1))) ^ (2 * l + 3) * Real.Gamma (2 * l + 3) := by
    rw [← Real.integral_rpow_mul_exp_neg_mul_Ioi (by linarith : 0 < 2 * l + 3) hk]
    refine setIntegral_congr_fun measurableSet_Ioi fun r hr => ?_

    rw [radial_sq Z l (mem_Ioi.mp hr), show 2 * l + 3 - 1 = 2 * l + 2 by ring]
  have hN : ∫ r in Ioi (0 : ℝ), 1 / r ^ 2 * radial Z l r ^ 2 =
      (1 / (2 * Z / (l + 1))) ^ (2 * l + 1) * Real.Gamma (2 * l + 1) := by
    rw [← Real.integral_rpow_mul_exp_neg_mul_Ioi hm hk]
    refine setIntegral_congr_fun measurableSet_Ioi fun r hr => ?_
    have hr' : 0 < r := hr
    change 1 / r ^ 2 * radial Z l r ^ 2 =
      r ^ (2 * l + 1 - 1) * Real.exp (-(2 * Z / (l + 1) * r))
    have h : r ^ (2 * l + 2) = r ^ (2 * l + 1 - 1) * r ^ 2 := by
      rw [← Real.rpow_natCast r 2, ← Real.rpow_add hr']
      congr 1
      push_cast
      ring
    rw [radial_sq Z l hr', h]
    generalize r ^ (2 * l + 1 - 1) = p
    generalize Real.exp (-(2 * Z / (l + 1) * r)) = e
    field_simp
  -- two steps of the Gamma recursion relate them
  have hG : Real.Gamma (2 * l + 3) = 2 * (l + 1) * ((2 * l + 1) * Real.Gamma (2 * l + 1)) := by
    have h1 := Real.Gamma_add_one hm.ne'
    have h2 := Real.Gamma_add_one (by linarith : 2 * l + 2 ≠ 0)
    rw [show 2 * l + 3 = 2 * l + 2 + 1 by ring, h2,
      show 2 * l + 2 = 2 * l + 1 + 1 by ring, h1]
    ring
  have hq : 0 < 1 / (2 * Z / (l + 1)) := by positivity
  have hP : (1 / (2 * Z / (l + 1))) ^ (2 * l + 3) =
      (1 / (2 * Z / (l + 1))) ^ (2 * l + 1) * (1 / (2 * Z / (l + 1))) ^ 2 := by
    rw [← Real.rpow_natCast (1 / (2 * Z / (l + 1))) 2, ← Real.rpow_add hq]
    congr 1
    push_cast
    ring
  have hP0 := Real.rpow_pos_of_pos hq (2 * l + 1)
  have hG0 := Real.Gamma_pos_of_pos hm
  simp only [expect]
  rw [hN, hD, hP, hG]
  generalize (1 / (2 * Z / (l + 1))) ^ (2 * l + 1) = P at hP0 ⊢
  generalize Real.Gamma (2 * l + 1) = G at hG0 ⊢
  field_simp
```

## The identity for real and natural l

The first part of `hellmann_feynman` gives the value of the mean; the second says that `energy Z` has this mean as its derivative at l. The proof takes the constant (2l+1)/2 out of the integral, inserts `expect_inv_sq`, and compares with `energy_hasDerivAt`. It thus verifies the identity for this family by computing both sides, without a general Hellmann-Feynman argument. The theorems `schrodinger` and `hamiltonian_hasDerivAt` identify the two sides physically.

```lean
/-- The Hellmann-Feynman identity in `l` for the nodeless family: for `Z > 0` and real `l > -1/2`,
the mean of `(2l+1)/(2r²)` in the nodeless state is `Z²/(l+1)³`, and it is the `l`-derivative of the
energy. -/
theorem hellmann_feynman {Z l : ℝ} (hZ : 0 < Z) (hl : -1 / 2 < l) :
    expect Z l (fun r => (2 * l + 1) / (2 * r ^ 2)) = Z ^ 2 / (l + 1) ^ 3 ∧
    HasDerivAt (energy Z) (expect Z l (fun r => (2 * l + 1) / (2 * r ^ 2))) l := by
  have hn : l + 1 ≠ 0 := by linarith
  have hm : 2 * l + 1 ≠ 0 := by linarith
  have hlin : expect Z l (fun r => (2 * l + 1) / (2 * r ^ 2)) =
      (2 * l + 1) / 2 * expect Z l (fun r => 1 / r ^ 2) := by
    have h : (fun r : ℝ => (2 * l + 1) / (2 * r ^ 2) * radial Z l r ^ 2) =
        fun r => (2 * l + 1) / 2 * (1 / r ^ 2 * radial Z l r ^ 2) := by
      funext r
      ring
    simp only [expect]
    rw [h, integral_const_mul, mul_div_assoc]
  have hv : expect Z l (fun r => (2 * l + 1) / (2 * r ^ 2)) = Z ^ 2 / (l + 1) ^ 3 := by
    rw [hlin, expect_inv_sq hZ hl]
    field_simp
  refine ⟨hv, ?_⟩
  rw [hv]
  exact energy_hasDerivAt Z (by linarith)
```

For natural l, the last theorem writes out the weight r^(2l+2) exp(−2Zr/(l+1)) with an ordinary integer power. Its proof shows that this weight equals u² on r > 0 and then uses the real-l result. It states the value of the mean; the derivative at the same l comes from `hellmann_feynman`.

```lean
/-- For natural `l` and `Z > 0`, the mean of `(2l+1)/(2r²)` with weight
`r^(2l+2) exp(-2Zr/(l+1))` on `r > 0` is `Z²/(l+1)³`. -/
theorem weighted_mean_nat {Z : ℝ} (hZ : 0 < Z) (l : ℕ) :
    (∫ r in Ioi (0 : ℝ), (2 * (l : ℝ) + 1) / (2 * r ^ 2) *
        (r ^ (2 * l + 2) * Real.exp (-2 * Z * r / ((l : ℝ) + 1)))) /
      (∫ r in Ioi (0 : ℝ), r ^ (2 * l + 2) * Real.exp (-2 * Z * r / ((l : ℝ) + 1))) =
    Z ^ 2 / ((l : ℝ) + 1) ^ 3 := by
  have hl : (0 : ℝ) ≤ l := l.cast_nonneg
  -- on r > 0 the weight is the square of the unnormalised radial function
  have hw : ∀ r ∈ Ioi (0 : ℝ), r ^ (2 * l + 2) * Real.exp (-2 * Z * r / ((l : ℝ) + 1)) =
      radial Z l r ^ 2 := by
    intro r hr
    have c : ((2 * l + 2 : ℕ) : ℝ) = 2 * (l : ℝ) + 2 := by norm_num
    have e : -2 * Z * r / ((l : ℝ) + 1) = -(2 * Z / ((l : ℝ) + 1) * r) := by ring
    rw [radial_sq Z l (mem_Ioi.mp hr), ← c, Real.rpow_natCast, e]
  have hA : EqOn (fun r : ℝ => (2 * (l : ℝ) + 1) / (2 * r ^ 2) *
        (r ^ (2 * l + 2) * Real.exp (-2 * Z * r / ((l : ℝ) + 1))))
      (fun r => (2 * (l : ℝ) + 1) / (2 * r ^ 2) * radial Z l r ^ 2) (Ioi 0) :=
    fun r hr => congrArg (fun t => (2 * (l : ℝ) + 1) / (2 * r ^ 2) * t) (hw r hr)
  rw [setIntegral_congr_fun measurableSet_Ioi hA, setIntegral_congr_fun measurableSet_Ioi hw]
  exact (hellmann_feynman hZ (by linarith : -1 / 2 < (l : ℝ))).1

end

end CircularHydrogen
```

```lean
#print axioms CircularHydrogen.schrodinger
#print axioms CircularHydrogen.hamiltonian_hasDerivAt
#print axioms CircularHydrogen.energy_hasDerivAt
#print axioms CircularHydrogen.weighted_mean_nat
```

```
'CircularHydrogen.schrodinger' depends on axioms: [propext, Classical.choice, Quot.sound]
'CircularHydrogen.hamiltonian_hasDerivAt' depends on axioms: [propext, Classical.choice, Quot.sound]
'CircularHydrogen.energy_hasDerivAt' depends on axioms: [propext, Classical.choice, Quot.sound]
'CircularHydrogen.weighted_mean_nat' depends on axioms: [propext, Classical.choice, Quot.sound]
```
